# Transition voltage of a junction with one off-resonant level and a Lorentzian-tail transmission

## Energies, bias window and ordinate

Energies are measured from the common Fermi level at zero bias, and the elementary charge is absorbed into the voltage V, so V is an energy too. The junction has one level at e0 > 0, which stays fixed when the bias is applied. The bias opens the window from −aV to bV, where a and b say how far the two electrode potentials move relative to the level. If V is the full voltage drop, then a + b = 1. The theorems don't require this. A symmetric junction has a = b = 1/2.

All quantities are real numbers in Lean.

```lean
import Mathlib

open Real

namespace TransitionVoltage

noncomputable section
```

Far from resonance, the Lorentzian transmission of a single level reduces to its tail, proportional to 1/(E − e0)². At zero temperature the current is the integral of this tail over the window:

I(V) = ∫ g/(E − e0)² dE, from E = −aV to E = bV.

The constant g > 0 stands for the product of the couplings to the two electrodes, together with the conductance prefactor.

```lean
/-- Off-resonant current through a level at energy `e0`: the transmission tail `g / (E - e0)^2`
integrated over the bias window from `-a V` to `b V`. The window must not contain `e0`. -/
def current (g e0 a b V : ℝ) : ℝ :=
  ∫ E in (-(a * V))..(b * V), g / (E - e0) ^ 2
```

The definition is the integral itself, and the closed form is proved below. If the window reaches the level, the integral diverges; the theorems about the current therefore keep bV < e0.

The quantity to be minimised is the Fowler-Nordheim ordinate,

F(V) = ln(I(V)/V²).

The ordinate and its name come from the analysis of field emission, but no triangular barrier and no field-emission law enter here. A change of units adds a constant to F and leaves its minimum at the same physical voltage. Plotting F against 1/V instead of V, for V > 0, doesn't change the voltage of the minimum either.

```lean
/-- The Fowler-Nordheim ordinate `ln (I / V^2)`, for nonzero voltage and positive current. -/
def fowlerNordheim (g e0 a b V : ℝ) : ℝ :=
  Real.log (current g e0 a b V / V ^ 2)
```

The candidate for the minimum is written with the abbreviation s = √(a² + ab + b²):

T = e0/(s + b − a).

This is only a formula so far. Its origin and its minimising property follow from a cubic polynomial below.

```lean
/-- The voltage `e0 / (√(a² + a b + b²) + b - a)`, for `a ≥ 0` and `b > 0`. -/
def transitionVoltage (e0 a b : ℝ) : ℝ :=
  e0 / (√(a ^ 2 + a * b + b ^ 2) + b - a)
```

## Integrating the tail

Below the level, g/(e0 − E) is a regular antiderivative:

d/dE [g/(e0 − E)] = g/(e0 − E)² = g/(E − e0)².

Evaluating it at the two edges gives

I(V) = g/(e0 − bV) − g/(e0 + aV) = g(a + b)V/((e0 − bV)(e0 + aV)).

This holds for a, b, V ≥ 0 and bV < e0, including V = 0, where both sides vanish.

```lean
/-- As long as the upper edge `b V` of the bias window stays below the level, with `a`, `b` and `V`
nonnegative, the current is `g (a + b) V / ((e0 - b V) (e0 + a V))`. -/
theorem current_eq {g e0 a b V : ℝ} (ha : 0 ≤ a) (hb : 0 ≤ b) (hV : 0 ≤ V)
    (hoff : b * V < e0) :
    current g e0 a b V = g * (a + b) * V / ((e0 - b * V) * (e0 + a * V)) := by
  have haV : 0 ≤ a * V := mul_nonneg ha hV
  have hbV : 0 ≤ b * V := mul_nonneg hb hV
  have hle : -(a * V) ≤ b * V := by linarith
  have hbelow : ∀ E ∈ Set.uIcc (-(a * V)) (b * V), e0 - E ≠ 0 := by
    intro E hE
    rw [Set.uIcc_of_le hle] at hE
    have h2 := hE.2
    exact ne_of_gt (by linarith)
  -- the antiderivative is g / (e0 - E)
  have hderiv : ∀ E ∈ Set.uIcc (-(a * V)) (b * V),
      HasDerivAt (fun x : ℝ => g / (e0 - x)) (g / (E - e0) ^ 2) E := by
    intro E hE
    have h1 : HasDerivAt (fun x : ℝ => e0 - x) (-1) E := (hasDerivAt_id' E).const_sub e0
    have h2 := (hasDerivAt_const E g).fun_div h1 (hbelow E hE)
    refine h2.congr_deriv ?_
    rw [show (E - e0) ^ 2 = (e0 - E) ^ 2 by ring]
    ring
  have hcont : ContinuousOn (fun E : ℝ => g / (E - e0) ^ 2)
      (Set.uIcc (-(a * V)) (b * V)) := by
    refine ContinuousOn.div continuousOn_const (by fun_prop) ?_
    intro E hE
    refine pow_ne_zero 2 ?_
    intro h
    exact hbelow E hE (by linarith)
  unfold current
  rw [intervalIntegral.integral_eq_sub_of_hasDerivAt hderiv hcont.intervalIntegrable]
  have h1 : e0 - b * V ≠ 0 := ne_of_gt (by linarith)
  have h2 : e0 + a * V ≠ 0 := ne_of_gt (by linarith)
  rw [show e0 - -(a * V) = e0 + a * V by ring, div_sub_div _ _ h1 h2]
  congr 1
  ring
```

In the proof, `hbelow` records that e0 − E is nonzero throughout the window, `hderiv` is the derivative above, and `hcont` supplies the continuity that makes the integrand integrable. The fundamental theorem of calculus then gives the difference of edge values, and `div_sub_div` puts it over a common denominator.

## Reducing the ordinate to a cubic

Dividing the current by V² leaves all the voltage dependence in the denominator:

I(V)/V² = g(a + b)/P(V), with P(V) = V(e0 − bV)(e0 + aV).

Hence F(V) = ln(g(a + b)/P(V)), and minimising F means maximising P.

```lean
/-- For positive voltage below resonance and `a, b ≥ 0`, the Fowler-Nordheim ordinate is the
logarithm of `g (a + b)` divided by the cubic `V (e0 - b V) (e0 + a V)`. -/
theorem fowlerNordheim_eq {g e0 a b V : ℝ} (ha : 0 ≤ a) (hb : 0 ≤ b) (hV : 0 < V)
    (hoff : b * V < e0) :
    fowlerNordheim g e0 a b V
      = Real.log (g * (a + b) / (V * (e0 - b * V) * (e0 + a * V))) := by
  have haV : 0 ≤ a * V := mul_nonneg ha hV.le
  have hbV : 0 ≤ b * V := mul_nonneg hb hV.le
  have h1 : e0 - b * V ≠ 0 := ne_of_gt (by linarith)
  have h2 : e0 + a * V ≠ 0 := ne_of_gt (by linarith)
  have h3 : V ≠ 0 := hV.ne'
  unfold fowlerNordheim
  rw [current_eq ha hb hV.le hoff]
  congr 1
  rw [div_div, div_eq_div_iff (by positivity) (by positivity)]
  ring
```

The stationary points of P satisfy

e0² + 2(a − b)e0V − 3abV² = 0.

Dividing by V² and setting x = e0/V turns this into

x² + 2(a − b)x − 3ab = 0, so x = b − a ± √((a − b)² + 3ab) = b − a ± s.

For a ≥ 0 and b > 0 only the upper sign gives a positive x, and V = e0/x is then T.

To show that T is the global maximiser over positive voltages, write e0 = T(s + b − a) and factor the difference:

P(T) − P(V) = (V − T)² [T((b − a)(s + b − a) + 2ab) + abV].

The bracket is positive. Using s² = a² + ab + b²,

3((b − a)(s + b − a) + 2ab) = (s + b − a)(2s + b − a),

and both factors on the right are positive because s > a, which follows from s² − a² = ab + b² > 0. The remaining term abV is nonnegative. So P(V) < P(T) for every positive V ≠ T.

```lean
/-- For `e0 > 0`, `a ≥ 0` and `b > 0`, the cubic `V (e0 - b V) (e0 + a V)` is larger at the
transition voltage than at any other positive voltage. -/
theorem cubic_lt {e0 a b V : ℝ} (he : 0 < e0) (ha : 0 ≤ a) (hb : 0 < b) (hV : 0 < V)
    (hne : V ≠ transitionVoltage e0 a b) :
    V * (e0 - b * V) * (e0 + a * V) <
      transitionVoltage e0 a b * (e0 - b * transitionVoltage e0 a b)
        * (e0 + a * transitionVoltage e0 a b) := by
  unfold transitionVoltage at *
  have hs : √(a ^ 2 + a * b + b ^ 2) ^ 2 = a ^ 2 + a * b + b ^ 2 :=
    Real.sq_sqrt (by positivity)
  have has : a < √(a ^ 2 + a * b + b ^ 2) :=
    Real.lt_sqrt_of_sq_lt (by nlinarith [mul_nonneg ha hb.le, pow_pos hb 2])
  generalize √(a ^ 2 + a * b + b ^ 2) = s at *
  have hD : 0 < s + b - a := by linarith
  have hT : 0 < e0 / (s + b - a) := div_pos he hD
  have heT : e0 = e0 / (s + b - a) * (s + b - a) := (div_mul_cancel₀ e0 hD.ne').symm
  generalize e0 / (s + b - a) = T at *
  subst heT
  -- the factor multiplying (V - T)^2 is positive
  have hK : 3 * ((b - a) * (s + b - a) + 2 * a * b) = (s + b - a) * (2 * s + b - a) := by
    linear_combination (-2) * hs
  have hK' : 0 < (s + b - a) * (2 * s + b - a) := mul_pos hD (by linarith)
  have hK0 : 0 < (b - a) * (s + b - a) + 2 * a * b := by linarith
  have hfac : 0 < T * ((b - a) * (s + b - a) + 2 * a * b) + a * b * V :=
    add_pos_of_pos_of_nonneg (mul_pos hT hK0) (by positivity)
  have hsq : 0 < (V - T) ^ 2 := pow_pos_of_ne hne
  -- expansion of the cubic about its stationary point
  have key : T * (T * (s + b - a) - b * T) * (T * (s + b - a) + a * T)
      - V * (T * (s + b - a) - b * V) * (T * (s + b - a) + a * V)
      = (V - T) ^ 2 * (T * ((b - a) * (s + b - a) + 2 * a * b) + a * b * V) := by
    linear_combination (-(V - T) * T ^ 2) * hs
  have := mul_pos hsq hfac
  linarith
where
  pow_pos_of_ne {x y : ℝ} (h : x ≠ y) : 0 < (x - y) ^ 2 :=
    lt_of_le_of_ne (sq_nonneg _) (pow_ne_zero 2 (sub_ne_zero.mpr h)).symm
```

The Lean proof starts from the factored difference and needs no derivative. It treats s and T as plain variables. About s it keeps `hs`, the value of s², and `has`, the inequality a < s; about T it keeps `hT`, the inequality T > 0, and `heT`, the relation e0 = T(s + b − a), which is used to eliminate e0. `hK` is the identity for the bracket and `key` is the factorisation; `linear_combination` checks each of them as polynomial algebra that uses `hs`.

## The unique minimum below resonance

The point T must lie where the current formula applies. Since s + b − a > 0, T is positive, and

bT < e0 is equivalent to b < s + b − a, that is, to a < s.

For any other V with V > 0 and bV < e0, we have 0 < P(V) < P(T). Therefore

g(a + b)/P(T) < g(a + b)/P(V),

and taking logarithms gives F(T) < F(V).

```lean
/-- For `g, e0, b > 0` and `a ≥ 0`, the transition voltage lies in the off-resonant range
`0 < V`, `b V < e0`, and is the unique minimum of `ln (I / V^2)` there. -/
theorem fowlerNordheim_unique_min {g e0 a b : ℝ} (hg : 0 < g) (he : 0 < e0) (ha : 0 ≤ a)
    (hb : 0 < b) :
    0 < transitionVoltage e0 a b ∧ b * transitionVoltage e0 a b < e0 ∧
      ∀ V, 0 < V → b * V < e0 → V ≠ transitionVoltage e0 a b →
        fowlerNordheim g e0 a b (transitionVoltage e0 a b) < fowlerNordheim g e0 a b V := by
  have has : a < √(a ^ 2 + a * b + b ^ 2) :=
    Real.lt_sqrt_of_sq_lt (by nlinarith [mul_nonneg ha hb.le, pow_pos hb 2])
  have hD : 0 < √(a ^ 2 + a * b + b ^ 2) + b - a := by linarith
  have hT : 0 < transitionVoltage e0 a b := div_pos he hD
  have hTb : b * transitionVoltage e0 a b < e0 := by
    unfold transitionVoltage
    rw [← mul_div_assoc, div_lt_iff₀ hD]
    nlinarith [mul_pos he (sub_pos.mpr has)]
  refine ⟨hT, hTb, fun V hV hoff hne => ?_⟩
  rw [fowlerNordheim_eq ha hb.le hT hTb, fowlerNordheim_eq ha hb.le hV hoff]
  have hc : 0 < g * (a + b) := by positivity
  have hP : 0 < V * (e0 - b * V) * (e0 + a * V) :=
    mul_pos (mul_pos hV (by linarith)) (by positivity)
  have hlt := cubic_lt he ha hb hV hne
  -- a larger denominator means a smaller ordinate
  exact Real.log_lt_log (div_pos hc (hP.trans hlt)) (div_lt_div_of_pos_left hc hP hlt)
```

The theorem has three parts: T > 0, bT < e0, and the strict inequality against every competing voltage in the range. Strictness is what makes the minimum unique. The last line of the proof combines the monotonicity of the logarithm with `div_lt_div_of_pos_left`, which says that a larger positive denominator gives a smaller quotient.

The limiting case a = 0, where only the upper edge moves, is included. Then s = b and T = e0/(2b), the vertex of the parabola P(V) = e0V(e0 − bV).

## A window that opens away from the level

The opposite limit, b = 0 with a > 0, behaves differently. The cubic becomes

P(V) = e0V(e0 + aV),

which increases strictly for V > 0. The ordinate therefore decreases strictly and has no minimum at any positive voltage.

```lean
/-- If the upper edge of the window does not move (`b = 0`) and `g, e0, a > 0`, then
`ln (I / V^2)` decreases strictly with positive voltage. -/
theorem fowlerNordheim_decreasing {g e0 a V W : ℝ} (hg : 0 < g) (he : 0 < e0) (ha : 0 < a)
    (hV : 0 < V) (hVW : V < W) :
    fowlerNordheim g e0 a 0 W < fowlerNordheim g e0 a 0 V := by
  have hW : 0 < W := hV.trans hVW
  rw [fowlerNordheim_eq ha.le le_rfl hW (by linarith),
    fowlerNordheim_eq ha.le le_rfl hV (by linarith)]
  simp only [zero_mul, sub_zero, add_zero]
  have hlt : V * e0 * (e0 + a * V) < W * e0 * (e0 + a * W) := by gcongr
  exact Real.log_lt_log (by positivity)
    (div_lt_div_of_pos_left (by positivity) (by positivity) hlt)
```

The statement compares two voltages 0 < V < W. With b = 0 the condition bV < e0 holds at every voltage, so there is no upper limit on W.

## The symmetric junction

For a = b = 1/2 the two factors in the denominator combine:

(e0 − V/2)(e0 + V/2) = e0² − V²/4,

so I(V) = gV/(e0² − V²/4) for 0 ≤ V < 2e0. With g = 1 this is V/(e0² − V²/4).

```lean
/-- In a symmetric junction with `0 ≤ V < 2 e0` the current is `g V / (e0² - V²/4)`. -/
theorem symmetric_current {g e0 V : ℝ} (hV : 0 ≤ V) (hoff : V < 2 * e0) :
    current g e0 (1 / 2) (1 / 2) V = g * V / (e0 ^ 2 - V ^ 2 / 4) := by
  rw [current_eq (by norm_num) (by norm_num) hV (by linarith)]
  congr 1 <;> ring
```

The transition voltage simplifies as well. Here s = √(3/4) = √3/2 and b − a = 0, so

T = e0/(√3/2) = 2e0/√3 ≈ 1.155 e0.

```lean
/-- In a symmetric junction the transition voltage is `2 e0 / √3`. -/
theorem symmetric_transitionVoltage (e0 : ℝ) :
    transitionVoltage e0 (1 / 2) (1 / 2) = 2 * e0 / √3 := by
  have h3 : √3 ^ 2 = (3 : ℝ) := Real.sq_sqrt (by norm_num)
  have hs : √((1 / 2 : ℝ) ^ 2 + 1 / 2 * (1 / 2) + (1 / 2) ^ 2) = √3 / 2 := by
    rw [show (1 / 2 : ℝ) ^ 2 + 1 / 2 * (1 / 2) + (1 / 2) ^ 2 = (√3 / 2) ^ 2 by
      linear_combination (-1 / 4) * h3]
    exact Real.sqrt_sq (by positivity)
  unfold transitionVoltage
  rw [hs, show √3 / 2 + 1 / 2 - 1 / 2 = √3 / 2 by ring, div_div_eq_mul_div, mul_comm e0 2]
```

Putting these values into the general minimum gives the symmetric result: for 0 < V < 2e0 and V ≠ 2e0/√3,

F(2e0/√3) < F(V).

```lean
/-- In a symmetric junction with `g, e0 > 0`, `ln (I / V^2)` on `0 < V < 2 e0` has its unique
minimum at `V = 2 e0 / √3`. -/
theorem symmetric_unique_min {g e0 V : ℝ} (hg : 0 < g) (he : 0 < e0) (hV : 0 < V)
    (hoff : V < 2 * e0) (hne : V ≠ 2 * e0 / √3) :
    2 * e0 / √3 ∈ Set.Ioo 0 (2 * e0) ∧
      fowlerNordheim g e0 (1 / 2) (1 / 2) (2 * e0 / √3)
        < fowlerNordheim g e0 (1 / 2) (1 / 2) V := by
  have h := fowlerNordheim_unique_min (a := 1 / 2) (b := 1 / 2) hg he (by norm_num) (by norm_num)
  rw [symmetric_transitionVoltage] at h
  exact ⟨⟨h.1, by linarith [h.2.1]⟩, h.2.2 V hV (by linarith) hne⟩
```

Membership in `Set.Ioo 0 (2 * e0)` says that the minimum lies strictly inside the off-resonant range.

The current at this point shows how far the junction has left the ohmic regime. There V²/4 = e0²/3, so the denominator is 2e0²/3 and

I(T) = gT/(2e0²/3) = (3/2)(g/e0²)T.

The factor g/e0² is the conductance at zero bias, so the current is exactly 3/2 of its ohmic extrapolation, whatever the values of g and e0.

```lean
/-- At `V = 2 e0 / √3` the current of a symmetric junction with `e0 > 0` is exactly `3/2` times
the ohmic value `(g / e0²) V`. -/
theorem symmetric_current_at_transition {g e0 : ℝ} (he : 0 < e0) :
    current g e0 (1 / 2) (1 / 2) (2 * e0 / √3) = 3 / 2 * (g / e0 ^ 2 * (2 * e0 / √3)) := by
  have h := fowlerNordheim_unique_min (g := 1) (a := 1 / 2) (b := 1 / 2) one_pos he
    (by norm_num) (by norm_num)
  rw [symmetric_transitionVoltage] at h
  have hsq : (2 * e0 / √3) ^ 2 = 4 * e0 ^ 2 / 3 := by
    rw [div_pow, Real.sq_sqrt (by norm_num : (0 : ℝ) ≤ 3)]
    ring
  rw [symmetric_current h.1.le (by linarith [h.2.1]), hsq,
    show e0 ^ 2 - 4 * e0 ^ 2 / 3 / 4 = 2 / 3 * e0 ^ 2 by ring]
  generalize 2 * e0 / √3 = T
  have he' : e0 ≠ 0 := he.ne'
  rw [div_eq_iff (by positivity)]
  field_simp

end

end TransitionVoltage
```

In transition voltage spectroscopy of molecular junctions, the measured minimum serves to estimate the level offset. For a symmetric junction with a single non-interacting level at zero temperature, the relation above gives e0 = (√3/2)T. The model leaves out the level width in the denominator, thermal broadening, and any shift of the level with bias beyond what a and b describe. At the symmetric minimum the upper window edge is still (1 − 1/√3)e0 ≈ 0.42 e0 below the level, and the tail is a sensible approximation when the level width is small compared with that distance.

```lean
#print axioms TransitionVoltage.fowlerNordheim_decreasing
-- 'TransitionVoltage.fowlerNordheim_decreasing' depends on axioms: [propext, Classical.choice, Quot.sound]
#print axioms TransitionVoltage.symmetric_transitionVoltage
-- 'TransitionVoltage.symmetric_transitionVoltage' depends on axioms: [propext, Classical.choice, Quot.sound]
#print axioms TransitionVoltage.symmetric_unique_min
-- 'TransitionVoltage.symmetric_unique_min' depends on axioms: [propext, Classical.choice, Quot.sound]
#print axioms TransitionVoltage.symmetric_current_at_transition
-- 'TransitionVoltage.symmetric_current_at_transition' depends on axioms: [propext, Classical.choice, Quot.sound]
```
